# Reversing the order of N orbitals is a permutation of sign (−1)^(N(N−1)/2)

When the orbitals of an N-fermion Slater determinant are listed in reverse order, the determinant is multiplied by the sign of the reversing permutation. The theorem `sign_reversal` concerns that sign alone: for every natural number N, the reversal of N labels has sign (−1)^(N(N−1)/2). No wavefunction or Hamiltonian enters the statement. The proof takes the Vandermonde determinant of the numbers 0, …, N−1 and reverses its rows, which multiplies it by the sign sought. Written as a product over pairs, the same determinant has every factor negated, and the two results are compared by cancelling the original product, which must first be shown to be nonzero.

As first written in Lean, the proof fails:

```lean
import Mathlib

open MvPolynomial MeasureTheory

namespace SignReversal

noncomputable section

/-- Changing the sign of one factor for each pair of particles multiplies the product
by `(-1)^(N(N-1)/2)`. -/
theorem prod_neg_pairs {R : Type*} [CommRing R] {N : ℕ} (f : Fin N → Fin N → R) :
    ∏ i, ∏ j ∈ Finset.Ioi i, ((-1) * f i j)
      = (-1) ^ (N * (N - 1) / 2) * ∏ i, ∏ j ∈ Finset.Ioi i, f i j := by
  -- the number of pairs
  have count : ∑ i : Fin N, (Finset.Ioi i).card = N * (N - 1) / 2 := by
    have h : ∀ i : Fin N, (Finset.Ioi i).card = N - 1 - (i : ℕ) := fun i => by
      rw [Fin.card_Ioi]
    rw [Finset.sum_congr rfl fun i _ => h i,
      Fin.sum_univ_eq_sum_range (fun k => N - 1 - k) N,
      Finset.sum_range_reflect (fun k => k) N, Finset.sum_range_id]
  simp only [Finset.prod_mul_distrib, Finset.prod_const, Finset.prod_pow_eq_pow_sum, count]

/-- Reversing the order of `N` orbitals is a permutation of sign `(-1)^(N(N-1)/2)`. -/
theorem sign_reversal (N : ℕ) :
    ((Equiv.Perm.sign (Fin.revPerm : Equiv.Perm (Fin N)) : ℤˣ) : ℤ)
      = (-1) ^ (N * (N - 1) / 2) := by
  -- compare the Vandermonde determinants of 0, ..., N-1 and of N-1, ..., 0
  have h1 := Matrix.det_permute (Fin.revPerm : Equiv.Perm (Fin N))
    (Matrix.vandermonde fun i : Fin N => ((i : ℕ) : ℤ))
  have h2 : (Matrix.vandermonde fun i : Fin N => ((i : ℕ) : ℤ)).submatrix Fin.revPerm id
      = Matrix.vandermonde fun i : Fin N => ((Fin.rev i : ℕ) : ℤ) := by
    ext i j
    rfl
  have h3 : ∏ i : Fin N, ∏ j ∈ Finset.Ioi i, (((Fin.rev j : ℕ) : ℤ) - ((Fin.rev i : ℕ) : ℤ))
      = ∏ i : Fin N, ∏ j ∈ Finset.Ioi i, ((-1) * (((j : ℕ) : ℤ) - ((i : ℕ) : ℤ))) := by
    refine Finset.prod_congr rfl fun i _ => Finset.prod_congr rfl fun j _ => ?_
    rw [Fin.val_rev, Fin.val_rev]
    have hi := i.isLt
    have hj := j.isLt
    omega
  have hne : ∏ i : Fin N, ∏ j ∈ Finset.Ioi i, (((j : ℕ) : ℤ) - ((i : ℕ) : ℤ)) ≠ 0 := by
    refine Finset.prod_ne_zero_iff.mpr fun i _ => Finset.prod_ne_zero_iff.mpr fun j hj => ?_
    have hij : (i : ℕ) < (j : ℕ) := Finset.mem_Ioi.mp hj
    omega
  rw [h2, Matrix.det_vandermonde, Matrix.det_vandermonde, h3, prod_neg_pairs] at h1
  exact (mul_right_cancel₀ hne h1).symm

end

end SignReversal
```

Messages:

```
Main.lean:43:54: error: Application type mismatch: The argument
  hj
has type
  j ∈ Finset.Ioi i
but is expected to have type
  ↑j ∈ Finset.Ioi ↑i
in the application
  Finset.mem_Ioi.mp hj
Main.lean:43:36: error(lean.synthInstanceFailed): failed to synthesize instance of type class
  LocallyFiniteOrderTop ℕ

Hint: Type class instance resolution failures can be inspected with the `set_option trace.Meta.synthInstance true` command.
Main.lean:41:85: error: unsolved goals
case refine_1
N : ℕ
h1 :
  ((Matrix.vandermonde fun i => ↑↑i).submatrix (⇑Fin.revPerm) id).det =
    ↑↑(Equiv.Perm.sign Fin.revPerm) * (Matrix.vandermonde fun i => ↑↑i).det
h2 : (Matrix.vandermonde fun i => ↑↑i).submatrix (⇑Fin.revPerm) id = Matrix.vandermonde fun i => ↑↑i.rev
h3 : ∏ i, ∏ j > i, (↑↑j.rev - ↑↑i.rev) = ∏ i, ∏ j > i, -1 * (↑↑j - ↑↑i)
i : Fin N
x✝ : i ∈ Finset.univ
j : Fin N
hj : j ∈ Finset.Ioi i
⊢ LocallyFiniteOrderTop ℕ
```

After these edits no error is left:

```diff
@@ -41,5 +41,6 @@
   have hne : ∏ i : Fin N, ∏ j ∈ Finset.Ioi i, (((j : ℕ) : ℤ) - ((i : ℕ) : ℤ)) ≠ 0 := by
     refine Finset.prod_ne_zero_iff.mpr fun i _ => Finset.prod_ne_zero_iff.mpr fun j hj => ?_
-    have hij : (i : ℕ) < (j : ℕ) := Finset.mem_Ioi.mp hj
+    have hlt : i < j := Finset.mem_Ioi.mp hj
+    have hij : (i : ℕ) < (j : ℕ) := hlt
     omega
   rw [h2, Matrix.det_vandermonde, Matrix.det_vandermonde, h3, prod_neg_pairs] at h1
```

What went wrong. The failure is in the proof that the product is nonzero, where `i < j` is needed for the natural-number values of two indices. The hypothesis `hj` says that `j` lies in `Finset.Ioi i`, a set of elements of `Fin N`. But the stated type of `hij` is an inequality in `ℕ`, so Lean read `Finset.mem_Ioi` in `ℕ` too and expected `↑j ∈ Finset.Ioi ↑i`. That is the type mismatch.

The second message has the same origin. `Finset.Ioi` in `ℕ` would need `LocallyFiniteOrderTop ℕ`, and there is no such instance, since infinitely many naturals lie above any given one. The third message reports this missing instance again, as a goal left open.

The repair first states `hlt : i < j` in `Fin N`, where `Finset.mem_Ioi` fits `hj`. Then `hlt` is accepted as the proof of `hij`, because the order on `Fin N` is by definition the order of the values.
